# A surface point with fixed couplings drops out of the apparent-surface-charge response as its self-interaction diverges

Some continuum-solvation codes switch their surface charges smoothly and delete a surface point from the linear system once a neighbouring atomic sphere has buried it. In the scheme treated here, the point's switching function f falls from 1 towards 0 while it is being buried, and its diagonal matrix element c/f grows. Deleting the point is harmless only if the large system already gives nearly the same energy as the smaller one. For a finite set of points with a positive definite interaction matrix, and with all other matrix elements and the potential held fixed, the energy difference has a closed form and tends to zero as f → 0.

## The surface with one more point

Let S be the real symmetric positive definite interaction matrix of the old surface points, labelled by a finite index type `n`. A vector v gives the solute's potential at these points.

```lean
import Mathlib

open Matrix Filter Topology

namespace SurfacePointSwitching

noncomputable section

variable {n : Type*} [Fintype n] [DecidableEq n]
```

The added point has couplings b to the old points and self-interaction d. The enlarged matrix is

M_d = [[S, b], [bᵀ, d]].

Its index type is `n ⊕ Unit`: the old labels and one new one.

```lean
/-- The interaction matrix `S` of a set of surface charges, bordered by one further surface point
with couplings `b` to the others and self-interaction `d`. -/
def bordered (S : Matrix n n ℝ) (b : n → ℝ) (d : ℝ) : Matrix (n ⊕ Unit) (n ⊕ Unit) ℝ :=
  Matrix.fromBlocks S (Matrix.of fun i _ => b i) (Matrix.of fun _ j => b j)
    (Matrix.of fun _ _ => d)
```

A vector on the enlarged surface is a pair (v, w), where w is the value at the added point. The same construction serves for potentials and for charges.

```lean
/-- A surface vector `v` (potential or charge) together with its value `w` at the added point. -/
def withPoint (v : n → ℝ) (w : ℝ) : n ⊕ Unit → ℝ := Sum.elim v (fun _ => w)
```

The quantity of interest is the response form ⟨v, S⁻¹v⟩. In a conductor-like model the apparent charges are −S⁻¹v and the polarisation energy is −½⟨v, S⁻¹v⟩. The code below leaves out the sign, the factor ½ and any dielectric scaling, so "charges" here means the solution x of Sx = v.

```lean
/-- The response form `⟨v, S⁻¹ v⟩` of the surface charges to the potential `v`,
for an invertible interaction matrix `S`. -/
def response {m : Type*} [Fintype m] [DecidableEq m] (S : Matrix m m ℝ) (v : m → ℝ) : ℝ :=
  v ⬝ᵥ S⁻¹ *ᵥ v
```

Write s = ⟨b, S⁻¹b⟩, which is `response S b` in Lean. The charge on the added point will turn out to be

t = (w − ⟨b, S⁻¹v⟩)/(d − s).

Here ⟨b, S⁻¹v⟩ is the potential that the old charges S⁻¹v already produce at the new point. The numerator is therefore the part of w that they fail to reproduce.

```lean
/-- The charge `(w - ⟨b, S⁻¹ v⟩) / (d - ⟨b, S⁻¹ b⟩)` on the added point,
for invertible `S` and `d ≠ ⟨b, S⁻¹ b⟩`. -/
def pointCharge (S : Matrix n n ℝ) (b v : n → ℝ) (w d : ℝ) : ℝ :=
  (w - b ⬝ᵥ S⁻¹ *ᵥ v) / (d - response S b)
```

Charges x on the old points and t on the new one generate the potential

M_d (x, t) = (Sx + t b, ⟨b, x⟩ + d t).

The proof treats old and new components separately and expands the sums.

```lean
omit [DecidableEq n] in
/-- The potential generated by charges `x` on the old points and `t` on the added point. -/
theorem bordered_mulVec (S : Matrix n n ℝ) (b x : n → ℝ) (d t : ℝ) :
    bordered S b d *ᵥ withPoint x t = withPoint (S *ᵥ x + t • b) (b ⬝ᵥ x + d * t) := by
  ext i
  rcases i with i | i <;>
    simp [bordered, withPoint, Matrix.mulVec, dotProduct, Fintype.sum_sum_type, mul_comm]
```

## The threshold for a stable surface

For invertible S, block elimination factorises the matrix:

M_d = [[1, 0], [bᵀS⁻¹, 1]] · [[S, b], [0, d − s]].

The first factor has determinant 1, so

det M_d = det S · (d − s).

Lean takes this from Mathlib's determinant formula for block matrices; the Schur complement is the 1×1 matrix d − s.

```lean
/-- The determinant of the bordered matrix is `det S` times `d - ⟨b, S⁻¹ b⟩`. -/
theorem det_bordered {S : Matrix n n ℝ} (hS : IsUnit S.det) (b : n → ℝ) (d : ℝ) :
    (bordered S b d).det = S.det * (d - response S b) := by
  let := S.invertibleOfIsUnitDet hS
  rw [bordered, Matrix.det_fromBlocks₁₁, Matrix.det_unique (n := Unit),
    Matrix.invOf_eq_nonsing_inv, Matrix.mul_assoc]
  congr 1
```

Positive definiteness follows from the electrostatic self-energy, up to its factor ½. Expanding it gives

⟨(x, t), M_d (x, t)⟩ = ⟨x, Sx⟩ + 2t⟨b, x⟩ + d t².

Put u = x + t S⁻¹b. Since S is symmetric and S S⁻¹b = b,

⟨u, Su⟩ = ⟨x, Sx⟩ + 2t⟨b, x⟩ + s t².

Subtracting the two lines completes the square:

⟨(x, t), M_d (x, t)⟩ = ⟨u, Su⟩ + (d − s) t².

If M_d is positive definite, choose t = 1 and x = −S⁻¹b, a unit charge screened by the old points. Then u = 0, and the energy d − s must be positive. Conversely, let d > s and (x, t) ≠ 0. If t ≠ 0, the last term is positive and the first is not negative. If t = 0, then x ≠ 0 and ⟨x, Sx⟩ > 0. Hence M_d is positive definite exactly when d > s.

In the proof, `key` is the completed square, and the case split on `t = 0` is the one just made. Lean's `PosDef` includes symmetry for real matrices, which is why the converse also checks the entries of M_d.

```lean
/-- For positive definite `S`, the bordered interaction matrix is positive definite exactly when
the self-interaction `d` exceeds `⟨b, S⁻¹ b⟩`. -/
theorem bordered_posDef_iff {S : Matrix n n ℝ} (hS : S.PosDef) (b : n → ℝ) (d : ℝ) :
    (bordered S b d).PosDef ↔ response S b < d := by
  have hsym : Sᵀ = S := by
    rw [← Matrix.conjTranspose_eq_transpose_of_trivial]
    exact hS.isHermitian
  have hc : S *ᵥ (S⁻¹ *ᵥ b) = b := by
    rw [Matrix.mulVec_mulVec, Matrix.mul_nonsing_inv _ hS.det_pos.ne'.isUnit, Matrix.one_mulVec]
  -- completing the square in the electrostatic self-energy
  have key : ∀ (x : n → ℝ) (t : ℝ),
      withPoint x t ⬝ᵥ bordered S b d *ᵥ withPoint x t =
        (x + t • S⁻¹ *ᵥ b) ⬝ᵥ S *ᵥ (x + t • S⁻¹ *ᵥ b) + (d - response S b) * t ^ 2 := by
    intro x t
    have h1 : (S⁻¹ *ᵥ b) ⬝ᵥ S *ᵥ x = b ⬝ᵥ x := by
      rw [Matrix.dotProduct_mulVec, ← Matrix.mulVec_transpose, hsym, hc]
    have h2 : ∀ (y : n → ℝ) (s : ℝ), withPoint x t ⬝ᵥ withPoint y s = x ⬝ᵥ y + t * s := by
      intro y s
      simp [withPoint, dotProduct, Fintype.sum_sum_type]
    rw [bordered_mulVec, h2]
    simp only [response, Matrix.mulVec_add, Matrix.mulVec_smul, hc, add_dotProduct,
      dotProduct_add, smul_dotProduct, dotProduct_smul, smul_eq_mul, h1]
    rw [dotProduct_comm x b, dotProduct_comm (S⁻¹ *ᵥ b) b]
    ring
  constructor
  · intro hM
    -- test with a unit charge on the new point, screened by the others
    have hne : withPoint (-(S⁻¹ *ᵥ b)) 1 ≠ 0 := by
      intro h
      have h' := congrFun h (Sum.inr ())
      simp [withPoint] at h'
    have h := hM.dotProduct_mulVec_pos hne
    rw [star_trivial, key] at h
    simp at h
    linarith
  · intro hd
    rw [Matrix.posDef_iff_dotProduct_mulVec]
    constructor
    · ext i j
      have hs : ∀ i j, S j i = S i j := fun i j => congrFun (congrFun hsym i) j
      rcases i with i | i <;> rcases j with j | j <;>
        simp [bordered, Matrix.conjTranspose_apply, hs]
    · intro y hy
      obtain ⟨x, t, rfl⟩ : ∃ x t, y = withPoint x t :=
        ⟨fun i => y (Sum.inl i), y (Sum.inr ()), by ext i; rcases i with i | i <;> rfl⟩
      rw [star_trivial, key]
      by_cases ht : t = 0
      · subst ht
        have hx : x ≠ 0 := by
          rintro rfl
          apply hy
          ext i
          rcases i with i | i <;> rfl
        have h := hS.dotProduct_mulVec_pos hx
        rw [star_trivial] at h
        simpa using h
      · have h := hS.posSemidef.dotProduct_mulVec_nonneg (x + t • S⁻¹ *ᵥ b)
        rw [star_trivial] at h
        have h3 : 0 < (d - response S b) * t ^ 2 :=
          mul_pos (sub_pos.2 hd) (by positivity)
        linarith
```

## The charges and the exact change in response

For d ≠ s the bordered system reads

Sx + t b = v,
⟨b, x⟩ + d t = w.

The first equation gives

x = S⁻¹v − t S⁻¹b.

Inserting this into the second gives

⟨b, S⁻¹v⟩ − t s + d t = w,

and therefore t (d − s) = w − ⟨b, S⁻¹v⟩, which is the charge defined above. The old charges are corrected by the screening of the new one.

Lean runs the argument in the other direction. The step `hM` inserts the proposed charges and recovers the potential (v, w); multiplication by the inverse of M_d then identifies them as the solution. Only the invertibility of S and d ≠ s are needed.

```lean
/-- The surface charges that solve the bordered system: the old charges `S⁻¹ v` are corrected by
the screening of the charge on the added point. -/
theorem bordered_charges {S : Matrix n n ℝ} (hS : IsUnit S.det) (b v : n → ℝ) (w : ℝ) {d : ℝ}
    (hd : d ≠ response S b) :
    (bordered S b d)⁻¹ *ᵥ withPoint v w =
      withPoint (S⁻¹ *ᵥ v - pointCharge S b v w d • S⁻¹ *ᵥ b) (pointCharge S b v w d) := by
  have ht : pointCharge S b v w d * (d - response S b) = w - b ⬝ᵥ S⁻¹ *ᵥ v :=
    div_mul_cancel₀ _ (sub_ne_zero.2 hd)
  have hdet : IsUnit (bordered S b d).det := by
    rw [det_bordered hS]
    exact hS.mul (sub_ne_zero.2 hd).isUnit
  -- the proposed charges reproduce the potential
  have hM : bordered S b d *ᵥ withPoint (S⁻¹ *ᵥ v - pointCharge S b v w d • S⁻¹ *ᵥ b)
      (pointCharge S b v w d) = withPoint v w := by
    rw [bordered_mulVec]
    congr 1
    · rw [Matrix.mulVec_sub, Matrix.mulVec_smul, Matrix.mulVec_mulVec, Matrix.mulVec_mulVec,
        Matrix.mul_nonsing_inv _ hS, Matrix.one_mulVec, Matrix.one_mulVec, sub_add_cancel]
    · rw [dotProduct_sub, dotProduct_smul, smul_eq_mul]
      unfold response at ht
      linear_combination ht
  rw [← hM, Matrix.mulVec_mulVec, Matrix.nonsing_inv_mul _ hdet, Matrix.one_mulVec]
```

Pair these charges with the potential:

⟨(v, w), M_d⁻¹(v, w)⟩ = ⟨v, x⟩ + w t
= ⟨v, S⁻¹v⟩ − t⟨v, S⁻¹b⟩ + w t.

Symmetry of S gives ⟨v, S⁻¹b⟩ = ⟨b, S⁻¹v⟩, so the last two terms combine to t (w − ⟨b, S⁻¹v⟩). Inserting t yields

⟨(v, w), M_d⁻¹(v, w)⟩ = ⟨v, S⁻¹v⟩ + (w − ⟨b, S⁻¹v⟩)²/(d − s).

For d > s an added point never lowers the response form, and it leaves the form unchanged when the old charges already produce the right potential there. In the proof, `h1` is the use of symmetry and `h2` splits the scalar product into old and new parts.

```lean
/-- For symmetric invertible `S` and `d ≠ ⟨b, S⁻¹ b⟩`, the added point changes the response form by
exactly `(w - ⟨b, S⁻¹ v⟩)² / (d - ⟨b, S⁻¹ b⟩)`. -/
theorem response_bordered {S : Matrix n n ℝ} (hsym : S.IsSymm) (hS : IsUnit S.det)
    (b v : n → ℝ) (w : ℝ) {d : ℝ} (hd : d ≠ response S b) :
    response (bordered S b d) (withPoint v w) =
      response S v + (w - b ⬝ᵥ S⁻¹ *ᵥ v) ^ 2 / (d - response S b) := by
  have h1 : v ⬝ᵥ S⁻¹ *ᵥ b = b ⬝ᵥ S⁻¹ *ᵥ v := by
    rw [Matrix.dotProduct_mulVec, ← Matrix.mulVec_transpose, Matrix.transpose_nonsing_inv,
      hsym.eq, dotProduct_comm]
  have h2 : ∀ (y : n → ℝ) (s : ℝ), withPoint v w ⬝ᵥ withPoint y s = v ⬝ᵥ y + w * s := by
    intro y s
    simp [withPoint, dotProduct, Fintype.sum_sum_type]
  rw [response, bordered_charges hS b v w hd, h2, dotProduct_sub, dotProduct_smul, smul_eq_mul,
    h1, pointCharge, response.eq_1 S v]
  ring
```

## Letting the self-interaction diverge

The correction has a numerator K that does not depend on d, and

K/(d − s) → 0 as d → ∞.

```lean
/-- A fixed numerator divided by `d - s` vanishes as the self-interaction `d` grows. -/
theorem tendsto_div_sub (K s : ℝ) : Tendsto (fun d : ℝ => K / (d - s)) atTop (𝓝 0) := by
  have h : Tendsto (fun d : ℝ => d - s) atTop atTop := by
    simpa [sub_eq_add_neg] using tendsto_atTop_add_const_right atTop (-s) tendsto_id
  exact h.const_div_atTop K
```

The main theorem has two parts. For every d > s the bordered matrix is invertible, because it is positive definite. As d → ∞,

⟨(v, w), M_d⁻¹(v, w)⟩ → ⟨v, S⁻¹v⟩.

In Lean, `IsUnit` says that the matrix is invertible, and `Tendsto … atTop (𝓝 …)` is the limit d → ∞. The exact formula holds once d > s, and `filter_upwards` restricts attention to that range, which is enough for a limit at infinity.

```lean
/-- For positive definite `S`, the bordered matrix is invertible for `d > ⟨b, S⁻¹ b⟩`, and as `d →
∞` its response form tends to that of the surface without the point. -/
theorem surface_point_switches_off {S : Matrix n n ℝ} (hS : S.PosDef) (b v : n → ℝ) (w : ℝ) :
    (∀ d, response S b < d → IsUnit (bordered S b d)) ∧
      Tendsto (fun d => response (bordered S b d) (withPoint v w)) atTop
        (𝓝 (response S v)) := by
  refine ⟨fun d hd => ((bordered_posDef_iff hS b d).2 hd).isUnit, ?_⟩
  have hsym : S.IsSymm := by
    rw [Matrix.IsSymm, ← Matrix.conjTranspose_eq_transpose_of_trivial]
    exact hS.isHermitian
  have h := (tendsto_div_sub ((w - b ⬝ᵥ S⁻¹ *ᵥ v) ^ 2) (response S b)).const_add (response S v)
  rw [add_zero] at h
  refine h.congr' ?_
  filter_upwards [eventually_gt_atTop (response S b)] with d hd
  exact (response_bordered hsym hS.det_pos.ne'.isUnit b v w hd.ne').symm
```

The charges converge as well:

t → 0 and x = S⁻¹v − t S⁻¹b → S⁻¹v.

The proof takes the limit component by component. It uses the solved system alone, so S need only be invertible here.

```lean
/-- As `d → ∞` the charge on the added point tends to zero and the other charges tend to
`S⁻¹ v`. -/
theorem charges_switch_off {S : Matrix n n ℝ} (hS : IsUnit S.det) (b v : n → ℝ) (w : ℝ) :
    Tendsto (fun d => (bordered S b d)⁻¹ *ᵥ withPoint v w) atTop
      (𝓝 (withPoint (S⁻¹ *ᵥ v) 0)) := by
  have ht : Tendsto (fun d => pointCharge S b v w d) atTop (𝓝 0) := tendsto_div_sub _ _
  have h : Tendsto (fun d => withPoint (S⁻¹ *ᵥ v - pointCharge S b v w d • S⁻¹ *ᵥ b)
      (pointCharge S b v w d)) atTop (𝓝 (withPoint (S⁻¹ *ᵥ v) 0)) := by
    rw [tendsto_pi_nhds]
    intro i
    rcases i with i | i
    · simpa [withPoint] using (ht.mul_const ((S⁻¹ *ᵥ b) i)).const_sub ((S⁻¹ *ᵥ v) i)
    · simpa [withPoint] using ht
  refine h.congr' ?_
  filter_upwards [eventually_gt_atTop (response S b)] with d hd
  exact (bordered_charges hS b v w hd.ne').symm
```

## The switching function

Now set d = c/f. The constant c > 0 is the self-interaction of the fully exposed point. If the surface charges are smeared into Gaussians, it is the Coulomb self-interaction of one such unit charge and is inversely proportional to its width. As f → 0 from above, c/f → ∞, so for positive definite S the limit of the response form found above applies. The filter `𝓝[>] 0` expresses the approach through positive values.

```lean
/-- With self-interaction `c / f`, `c > 0`, the response form tends to that of the surface without
the point as the switching function `f` decreases to zero. -/
theorem switching_function_limit {S : Matrix n n ℝ} (hS : S.PosDef) (b v : n → ℝ) (w : ℝ)
    {c : ℝ} (hc : 0 < c) :
    Tendsto (fun f : ℝ => response (bordered S b (c / f)) (withPoint v w)) (𝓝[>] 0)
      (𝓝 (response S v)) := by
  have h : Tendsto (fun f : ℝ => c / f) (𝓝[>] 0) atTop := by
    simpa only [div_eq_mul_inv] using tendsto_inv_nhdsGT_zero.const_mul_atTop hc
  exact (surface_point_switches_off hS b v w).2.comp h

end

end SurfacePointSwitching
```

```lean
#print axioms SurfacePointSwitching.surface_point_switches_off
#print axioms SurfacePointSwitching.charges_switch_off
#print axioms SurfacePointSwitching.switching_function_limit
```

```
'SurfacePointSwitching.surface_point_switches_off' depends on axioms: [propext, Classical.choice, Quot.sound]
'SurfacePointSwitching.charges_switch_off' depends on axioms: [propext, Classical.choice, Quot.sound]
'SurfacePointSwitching.switching_function_limit' depends on axioms: [propext, Classical.choice, Quot.sound]
```

## Deleting the point in a code

For a conductor-like model the relevant part of a calculation has this shape:

    keep the points i with f_i > f_min
    S_ii = c_i / f_i, other elements from the Coulomb interaction
    solve S x = v
    E = −½ ⟨v, x⟩

The solve is often a Cholesky factorisation or a conjugate-gradient iteration, and both rely on a positive definite matrix. For one point added to a positive definite S, the condition is c/f > s.

A cutoff f_min > 0 leaves a small jump. With d = c/f_min > s, the exact formula shows that deleting the point lowers the response form by

f_min (w − ⟨b, S⁻¹v⟩)²/(c − f_min s),

and raises E by half that amount. With everything else fixed, the jump is proportional to f_min to leading order. An estimate of the prefactor (w − ⟨b, S⁻¹v⟩)²/(2c) in the energy then turns a tolerance for one deleted point into a cutoff. If several points are deleted, the formula can be applied to one after another, each time with S as the matrix of the points that remain.

In a geometry optimisation or a dynamics run S, b, v and w change along with f, whereas the limits above keep them fixed and remove one point. Smooth forces would also require control of the derivatives with respect to the nuclear positions. In a self-consistent electronic-structure calculation, the result describes the surface response to a given solute potential, before the electron density relaxes.
